# If $T^{m+1}=0$ and $T^m\neq 0$, the $k$-fold commutator with $T$ vanishes on every $H$ exactly when $k>2m$

The cluster operator is represented here by a complex square matrix $T$ about which only one thing is assumed: some power of it vanishes. Orbitals, electrons and second quantisation don't appear, and the Hamiltonian $H$ is an arbitrary matrix of the same size, not necessarily Hermitian. The condition $T^{m+1}=0$ stands for the fact that excitations run out. With $N$ electrons, each application of $T$ promotes at least one more electron out of the reference determinant, so $T^{N+1}=0$.

This is a different termination from the familiar one in coupled-cluster theory, where the series stops after four commutators because a two-body Hamiltonian has only four operator legs to contract with $T$. Here $H$ has no such structure, and the limit $2m$ comes from the nilpotency of $T$ alone.

Write $D(X)=XT-TX$. If $n\ge 1$ is a power with $T^n=0$, put $n=m+1$; the order $2n-2$, beyond which all the nested commutators vanish, is then $2m$, and the theorem statements contain no subtraction of natural numbers.

## The commutator and the terms of the expansion

```lean
import Mathlib

open Matrix Finset
open scoped ComplexOrder

namespace CoupledClusterTermination

noncomputable section

variable {ι : Type*} [Fintype ι] [DecidableEq ι]
```

The type `ι` labels the basis states. It is finite but otherwise arbitrary, and `Matrix ι ι ℂ` is the type of complex square matrices over that basis.

```lean
/-- The commutator `[X, T] = X T - T X` of an operator `X` with the cluster operator `T`. -/
def clusterComm (T X : Matrix ι ι ℂ) : Matrix ι ι ℂ := X * T - T * X
```

This is $D(X)=[X,T]=XT-TX$. The order of the two products fixes the sign convention: it is the one that belongs to $e^{-T}He^{T}=H+[H,T]+\tfrac12[[H,T],T]+\cdots$. Since `clusterComm T` is a function from matrices to matrices, it can be iterated, and `(clusterComm T)^[k] H` means $D^k(H)$.

```lean
/-- The term of `exp(-T) H exp(T)` with `p.1` cluster operators to the left of `H` and
`p.2` to the right. -/
def clusterTerm (T H : Matrix ι ι ℂ) (p : ℕ × ℕ) : Matrix ι ι ℂ :=
  ((-1 : ℂ) ^ p.1 * (p.1.factorial : ℂ)⁻¹ * (p.2.factorial : ℂ)⁻¹) • (T ^ p.1 * H * T ^ p.2)
```

For a pair $p=(a,b)$, with `p.1` equal to $a$ and `p.2` equal to $b$, this is

$$\frac{(-1)^a}{a!\,b!}\,T^aHT^b .$$

The symbol `•` multiplies a matrix by a number.

```lean
lemma neg_pow_smul (T : Matrix ι ι ℂ) (a : ℕ) : (-T) ^ a = (-1 : ℂ) ^ a • T ^ a := by
  rw [← smul_pow, neg_one_smul]
```

This lemma says $(-T)^a=(-1)^aT^a$.

## A binomial theorem for nested commutators

```lean
/-- The `k`-fold nested commutator is a signed binomial sum over the ways of placing
`k` cluster operators to the left and right of `H`. -/
theorem nested_expansion (T H : Matrix ι ι ℂ) (k : ℕ) :
    (clusterComm T)^[k] H = ∑ p ∈ antidiagonal k,
      ((-1 : ℂ) ^ p.1 * (k.choose p.1 : ℂ)) • (T ^ p.1 * H * T ^ p.2) := by
  -- the commutator is a sum of two commuting maps: left and right multiplication
  have hD : clusterComm T = ⇑(LinearMap.mulLeft ℂ (-T) + LinearMap.mulRight ℂ T) := by
    funext X
    simp only [clusterComm, LinearMap.add_apply, LinearMap.mulLeft_apply,
      LinearMap.mulRight_apply]
    noncomm_ring
  have hcomm : Commute (LinearMap.mulLeft ℂ (-T)) (LinearMap.mulRight ℂ T) := by
    rw [commute_iff_eq]
    refine LinearMap.ext fun X => ?_
    simp only [Module.End.mul_apply, LinearMap.mulLeft_apply, LinearMap.mulRight_apply,
      mul_assoc]
  rw [hD, ← Module.End.pow_apply, hcomm.add_pow',
    LinearMap.sum_apply]
  refine Finset.sum_congr rfl fun p _ => ?_
  rw [LinearMap.smul_apply, Module.End.mul_apply, LinearMap.pow_mulLeft,
    LinearMap.pow_mulRight, LinearMap.mulLeft_apply, LinearMap.mulRight_apply,
    neg_pow_smul, smul_mul_assoc, ← mul_assoc, ← Nat.cast_smul_eq_nsmul ℂ, smul_smul,
    mul_comm (k.choose p.1 : ℂ)]
```

In ordinary notation the theorem reads

$$D^k(H)=\sum_{a+b=k}(-1)^a\binom{k}{a}\,T^aHT^b .$$

The set `antidiagonal k` consists of the pairs $(a,b)$ of natural numbers with $a+b=k$. Nothing is assumed about $T$ yet.

To derive it by hand, let $L(X)=-TX$ and $R(X)=XT$, so that $D=L+R$. Matrix multiplication is associative, so

$$L(R(X))=-T(XT)=-(TX)T=R(L(X)).$$

The two maps commute, even though $T$ and $H$ need not. The ordinary binomial theorem therefore applies to them:

$$D^k=(L+R)^k=\sum_{a+b=k}\binom{k}{a}L^aR^b .$$

Acting on $H$, $R^b$ puts $b$ factors of $T$ on the right and $L^a$ puts $a$ factors of $-T$ on the left, which gives the formula.

The Lean device that carries this argument is the ring of linear maps, called `Module.End` in Mathlib, in which multiplication means composition. `LinearMap.mulLeft ℂ (-T)` is $L$ and `LinearMap.mulRight ℂ T` is $R$, both as elements of that ring. The step `hD` identifies $D$ with $L+R$, and `hcomm` proves that they commute. `Module.End.pow_apply` then translates between applying a map $k$ times and taking its $k$-th power in the ring. After that translation, `hcomm.add_pow'` is the binomial theorem for two commuting ring elements, and no induction on $k$ is required. The remaining rewrites evaluate $L^aR^b$ on $H$ and collect the sign and the binomial coefficient.

## What nilpotency leaves

```lean
lemma sandwich_zero {T : Matrix ι ι ℂ} {m : ℕ} (hT : T ^ (m + 1) = 0) (H : Matrix ι ι ℂ)
    {a b : ℕ} (h : m < a ∨ m < b) : T ^ a * H * T ^ b = 0 := by
  rcases h with h | h
  · rw [pow_eq_zero_of_le h hT, zero_mul, zero_mul]
  · rw [pow_eq_zero_of_le h hT, mul_zero]
```

If $T^{m+1}=0$, then every higher power vanishes too. Hence $T^aHT^b=0$ as soon as $a>m$ or $b>m$. The two cases in the proof are the two sides of $H$.

```lean
/-- If `T^(m+1) = 0`, the `2m`-fold nested commutator of `H` with `T` is
`(-1)^m binomial(2m, m) T^m H T^m`. -/
theorem last_commutator {T : Matrix ι ι ℂ} {m : ℕ} (hT : T ^ (m + 1) = 0)
    (H : Matrix ι ι ℂ) :
    (clusterComm T)^[2 * m] H =
      ((-1 : ℂ) ^ m * ((2 * m).choose m : ℂ)) • (T ^ m * H * T ^ m) := by
  rw [nested_expansion]
  -- only the balanced placement survives
  refine Finset.sum_eq_single (m, m) (fun p hp hne => ?_) (fun h => ?_)
  · have hs := mem_antidiagonal.1 hp
    have hlarge : m < p.1 ∨ m < p.2 := by
      by_contra hcon
      exact hne (Prod.ext (by dsimp only; omega) (by dsimp only; omega))
    rw [sandwich_zero hT H hlarge, smul_zero]
  · exact absurd (HasAntidiagonal.mem_antidiagonal.2 (show m + m = 2 * m by omega)) h
```

The hypothesis `hT` is $T^{m+1}=0$, and the conclusion is

$$D^{2m}(H)=(-1)^m\binom{2m}{m}\,T^mHT^m .$$

By hand, set $k=2m$ in the binomial expansion. A surviving term needs $a\le m$ and $b\le m$, while $a+b=2m$. Both inequalities must then be equalities, so only $a=b=m$ remains.

`Finset.sum_eq_single (m, m)` expresses this reduction to one term. It asks for a proof that all other terms vanish, which comes from `sandwich_zero`, and for a check that $(m,m)$ belongs to the sum. The tactic `omega` settles the integer inequalities. For $m=0$ the hypothesis says $T=0$, and the formula reduces to $H=H$.

```lean
/-- If `T^(m+1) = 0`, every nested commutator of order above `2m` vanishes. -/
theorem commutator_vanishes {T : Matrix ι ι ℂ} {m k : ℕ} (hT : T ^ (m + 1) = 0)
    (hk : 2 * m < k) (H : Matrix ι ι ℂ) : (clusterComm T)^[k] H = 0 := by
  rw [nested_expansion]
  refine Finset.sum_eq_zero fun p hp => ?_
  have hs := mem_antidiagonal.1 hp
  rw [sandwich_zero hT H (by omega), smul_zero]
```

If $k>2m$, any pair with $a+b=k$ has $a>m$ or $b>m$, since otherwise $a+b\le 2m$. Every term of the expansion is zero, and so $D^k(H)=0$ for every $H$.

## An operator that reaches the last order

```lean
/-- If `T^(m+1) = 0` but `T^m ≠ 0`, the `2m`-fold nested commutator is nonzero for the
operator `H` equal to the adjoint of `T^m`. -/
theorem last_commutator_ne_zero {T : Matrix ι ι ℂ} {m : ℕ} (hT : T ^ (m + 1) = 0)
    (hm : T ^ m ≠ 0) : (clusterComm T)^[2 * m] (T ^ m)ᴴ ≠ 0 := by
  rw [last_commutator hT]
  have hc : ((2 * m).choose m : ℂ) ≠ 0 :=
    Nat.cast_ne_zero.2 (Nat.choose_pos (by omega)).ne'
  refine smul_ne_zero (mul_ne_zero (pow_ne_zero _ (by norm_num)) hc) fun h => hm ?_
  -- `A A* A = 0` forces `A* A = 0`, hence `A = 0`
  apply Matrix.conjTranspose_mul_self_eq_zero.1
  apply Matrix.conjTranspose_mul_self_eq_zero.1
  rw [Matrix.conjTranspose_mul, Matrix.conjTranspose_conjTranspose, mul_assoc,
    ← mul_assoc (T ^ m), h, mul_zero]
```

The additional hypothesis `hm` is $T^m\ne0$, so that $m+1$ is the smallest vanishing power. The superscript `ᴴ` denotes the adjoint. The theorem states that $D^{2m}(H)\neq0$ for the explicit choice $H=(T^m)^\dagger$. For $m\ge1$ and a $T$ built from excitations, this is a de-excitation operator. It is then not Hermitian, so it is not itself a physical Hamiltonian, but the Hermitian matrix $T^m+(T^m)^\dagger$ has the same $2m$-fold commutator, because $T^m$ commutes with $T$.

Put $A=T^m$. The formula for the last commutator gives

$$D^{2m}(A^\dagger)=(-1)^m\binom{2m}{m}\,AA^\dagger A .$$

The numerical factor is not zero, so it is enough to show that $AA^\dagger A\ne0$. Suppose that it were zero. Multiplying by $A^\dagger$ from the left gives

$$0=A^\dagger AA^\dagger A=(A^\dagger A)^\dagger(A^\dagger A).$$

For any matrix $B$, the trace of $B^\dagger B$ is the sum of the squared moduli of its entries, so $B^\dagger B=0$ implies $B=0$. With $B=A^\dagger A$ this yields $A^\dagger A=0$, and with $B=A$ it yields $A=0$, against the hypothesis.

The code runs the same argument backwards. The two identical `apply` lines replace the goal $A=0$ first by $A^\dagger A=0$ and then by $(A^\dagger A)^\dagger(A^\dagger A)=0$. The last rewrite regroups the product until the assumed zero `h` appears in it.

```lean
/-- If `m + 1` is the smallest power at which `T` vanishes, the `k`-fold nested commutator
vanishes for every `H` exactly when `k` exceeds `2m`. -/
theorem termination_order {T : Matrix ι ι ℂ} {m : ℕ} (hT : T ^ (m + 1) = 0)
    (hm : T ^ m ≠ 0) (k : ℕ) :
    (∀ H : Matrix ι ι ℂ, (clusterComm T)^[k] H = 0) ↔ 2 * m < k := by
  refine ⟨fun h => ?_, fun hk H => commutator_vanishes hT hk H⟩
  by_contra hk
  -- the order-`2m` commutator is an order-`k` commutator of some operator
  apply last_commutator_ne_zero hT hm
  have hsplit : 2 * m = k + (2 * m - k) := by omega
  rw [hsplit, Function.iterate_add_apply]
  exact h _
```

This is the sharp statement. Under the same two hypotheses,

$$\bigl(D^k(H)=0\ \text{for every }H\bigr)\iff k>2m .$$

The direction from right to left is `commutator_vanishes`. For the other direction, suppose that $D^k$ vanishes on every matrix although $k\le 2m$. Then

$$D^{2m}\bigl((T^m)^\dagger\bigr)=D^k\Bigl(D^{2m-k}\bigl((T^m)^\dagger\bigr)\Bigr)=0,$$

which contradicts the previous theorem. In the code, `hsplit` writes $2m=k+(2m-k)$ and `Function.iterate_add_apply` splits the iteration accordingly.

The quantifier over $H$ matters: a particular Hamiltonian may terminate much earlier, as a two-body one does when $m$ is large.

## The similarity-transformed Hamiltonian

```lean
lemma scaled_expansion (T H : Matrix ι ι ℂ) (k : ℕ) :
    (k.factorial : ℂ)⁻¹ • (clusterComm T)^[k] H = ∑ p ∈ antidiagonal k, clusterTerm T H p := by
  rw [nested_expansion, Finset.smul_sum]
  refine Finset.sum_congr rfl fun p hp => ?_
  obtain rfl := mem_antidiagonal.1 hp
  have hc : ((p.1 + p.2).choose p.1 : ℂ) * (p.1.factorial : ℂ) * (p.2.factorial : ℂ)
      = ((p.1 + p.2).factorial : ℂ) := by
    rw [Nat.choose_symm_add]
    exact_mod_cast Nat.add_choose_mul_factorial_mul_factorial p.1 p.2
  have h0 : ((p.1 + p.2).choose p.1 : ℂ) ≠ 0 :=
    Nat.cast_ne_zero.2 (Nat.choose_pos (by omega)).ne'
  have h1 : (p.1.factorial : ℂ) ≠ 0 := Nat.cast_ne_zero.2 (Nat.factorial_ne_zero _)
  have h2 : (p.2.factorial : ℂ) ≠ 0 := Nat.cast_ne_zero.2 (Nat.factorial_ne_zero _)
  rw [clusterTerm, smul_smul, ← hc]
  congr 1
  field_simp
```

Dividing the binomial expansion by $k!$ gives

$$\frac{1}{k!}D^k(H)=\sum_{a+b=k}\frac{(-1)^a}{a!\,b!}\,T^aHT^b ,$$

because $\binom{a+b}{a}\,a!\,b!=(a+b)!$. The proof establishes this factorial identity as `hc`, and `field_simp` carries out the division once the factors are known to be nonzero.

```lean
lemma exp_nilpotent {T : Matrix ι ι ℂ} {m : ℕ} (hT : T ^ (m + 1) = 0) :
    NormedSpace.exp T = ∑ a ∈ range (m + 1), (a.factorial : ℂ)⁻¹ • T ^ a := by
  rw [NormedSpace.exp_eq_tsum ℂ]
  refine tsum_eq_sum fun a ha => ?_
  have hle : m + 1 ≤ a := not_lt.1 fun h => ha (mem_range.2 h)
  simp [pow_eq_zero_of_le hle hT]
```

`NormedSpace.exp` is the true matrix exponential, defined by its infinite power series. If $T^{m+1}=0$, all terms from order $m+1$ on vanish, and

$$e^T=\sum_{a=0}^{m}\frac{T^a}{a!}.$$

In Lean, `range (m + 1)` contains the numbers $0,\dots,m$. The lemma `tsum_eq_sum` turns an infinite sum into a finite one when all the terms left out are zero.

```lean
/-- If `T^(m+1) = 0`, the similarity-transformed Hamiltonian `exp(-T) H exp(T)` equals its
nested-commutator series up to and including order `2m`. -/
theorem similarity_transform {T : Matrix ι ι ℂ} {m : ℕ} (hT : T ^ (m + 1) = 0)
    (H : Matrix ι ι ℂ) :
    NormedSpace.exp (-T) * H * NormedSpace.exp T =
      ∑ k ∈ range (2 * m + 1), (k.factorial : ℂ)⁻¹ • (clusterComm T)^[k] H := by
  have hneg : (-T) ^ (m + 1) = 0 := by rw [neg_pow_smul, hT, smul_zero]
  -- multiply out the two finite exponentials
  have hL : NormedSpace.exp (-T) * H * NormedSpace.exp T =
      ∑ p ∈ range (m + 1) ×ˢ range (m + 1), clusterTerm T H p := by
    rw [exp_nilpotent hneg, exp_nilpotent hT, Finset.sum_mul, Finset.sum_mul_sum,
      Finset.sum_product]
    refine Finset.sum_congr rfl fun a _ => Finset.sum_congr rfl fun b _ => ?_
    simp only [clusterTerm, neg_pow_smul, smul_mul_assoc, mul_smul_comm, smul_smul]
    congr 1
    ring
  -- group the terms by the total number of cluster operators
  have hmaps : ∀ p ∈ range (m + 1) ×ˢ range (m + 1), p.1 + p.2 ∈ range (2 * m + 1) := by
    intro p hp
    simp only [mem_product, mem_range] at hp ⊢
    omega
  rw [hL, ← Finset.sum_fiberwise_of_maps_to hmaps]
  refine Finset.sum_congr rfl fun k _ => ?_
  rw [scaled_expansion]
  refine Finset.sum_subset (fun p hp => mem_antidiagonal.2 (mem_filter.1 hp).2) ?_
  intro p hp hn
  have hlarge : m < p.1 ∨ m < p.2 := by
    by_contra hcon
    refine hn (mem_filter.2 ⟨mem_product.2 ⟨mem_range.2 ?_, mem_range.2 ?_⟩,
      mem_antidiagonal.1 hp⟩) <;> omega
  rw [clusterTerm, sandwich_zero hT H hlarge, smul_zero]
```

The theorem reads

$$e^{-T}He^{T}=\sum_{k=0}^{2m}\frac{1}{k!}D^k(H).$$

It is an exact equality of matrices. To obtain it by hand, note that $(-T)^{m+1}=0$ as well, so both exponentials are finite sums, and multiplying them out gives

$$e^{-T}He^{T}=\sum_{a=0}^{m}\sum_{b=0}^{m}\frac{(-1)^a}{a!\,b!}\,T^aHT^b .$$

Now collect the terms by their total order $k=a+b$, which runs from $0$ to $2m$. For fixed $k$, the double sum contains only the pairs with $a,b\le m$, whereas $D^k(H)/k!$ contains all pairs with $a+b=k$. The additional pairs have $a>m$ or $b>m$, and their terms are zero. The two sums therefore agree order by order.

In the proof, `hL` is the multiplied-out double sum and `hmaps` records that $a+b\le 2m$. `Finset.sum_fiberwise_of_maps_to` does the grouping by total order. `Finset.sum_subset` then enlarges each group to the full antidiagonal, with `sandwich_zero` showing that the additional terms contribute nothing.

For electronic structure in a finite basis, this means that the similarity-transformed Hamiltonian is a finite commutator series even when $H$ contains many-body interactions of any rank, provided that the cluster operator is nilpotent.

## Three levels as an example

```lean
/-- The shift operator on three levels. -/
def shiftThree : Matrix (Fin 3) (Fin 3) ℂ := !![0, 1, 0; 0, 0, 1; 0, 0, 0]
```

The matrix is

$$S=\begin{pmatrix}0&1&0\\0&0&1\\0&0&0\end{pmatrix}.$$

With basis vectors $e_0,e_1,e_2$ numbered as in Lean, $Se_2=e_1$, $Se_1=e_0$ and $Se_0=0$. One may read $e_2$ as the reference state and $e_1$ and $e_0$ as its successive excitations.

```lean
/-- The three-level shift operator has vanishing cube and nonvanishing square. -/
theorem termination_order_witness : shiftThree ^ (2 + 1) = 0 ∧ shiftThree ^ 2 ≠ 0 := by
  constructor
  · ext i j
    fin_cases i <;> fin_cases j <;>
      simp [shiftThree, pow_succ, Matrix.mul_apply, Fin.sum_univ_succ]
  · intro h
    have h02 := congrFun (congrFun h 0) 2
    simp [shiftThree, pow_two, Matrix.mul_apply, Fin.sum_univ_succ] at h02

end

end CoupledClusterTermination
```

Two steps lead from $e_2$ to $e_0$, so $S^2\neq0$, and a third step gives zero, so $S^3=0$. The proof computes all nine entries of the cube, and for the square it looks at the entry in row $0$, column $2$, which is $1$.

Both hypotheses of `termination_order` are thus met with $m=2$, and the last order that can survive is four. There the general formula becomes $D^4(H)=6\,S^2HS^2$. For $H=(S^2)^\dagger$ this equals $6S^2$, whose only nonzero entry is a $6$ in the upper right corner.

```lean
#print axioms CoupledClusterTermination.commutator_vanishes
#print axioms CoupledClusterTermination.termination_order
#print axioms CoupledClusterTermination.similarity_transform
```

```
'CoupledClusterTermination.commutator_vanishes' depends on axioms: [propext, Classical.choice, Quot.sound]
'CoupledClusterTermination.termination_order' depends on axioms: [propext, Classical.choice, Quot.sound]
'CoupledClusterTermination.similarity_transform' depends on axioms: [propext, Classical.choice, Quot.sound]
```
